# Three turns reach every rotation exactly when the middle unit axis is orthogonal to the outer two

A crystal is mounted on a goniometer with three nested rotation axes. The outermost axis is fixed to the bench, and each of the others is carried by the one outside it. Can the instrument bring the crystal into every orientation, and how must the axes be arranged for that?

Let the unit vectors $n_1,n_2,n_3$ be the axis directions, from outermost to innermost, when all settings are zero. Write $R(n,\theta)$ for the turn by $\theta$ about $n$. Settings $a,b,c$ then rotate the crystal by $R(n_1,a)R(n_2,b)R(n_3,c)$. Every rotation has this form for some real angles if and only if $n_2\perp n_1$ and $n_2\perp n_3$; the outer axes may make any angle with each other.

## Finding the three angles

Rodrigues' formula is
$$R(n,\theta)v=\cos\theta\,v+\sin\theta\,n\times v+(1-\cos\theta)(n\cdot v)\,n .$$
Let $K$ be the matrix of $n\times$. Since $K^T=-K$, $Kn=0$ and $K^2=nn^T-1$, we get
$$R^TR=(\cos^2\theta+\sin^2\theta)\,1+(1-\cos^2\theta-\sin^2\theta)\,nn^T=1 .$$
In a right-handed orthonormal frame containing $n$, the determinant is $\cos^2\theta+\sin^2\theta=1$. Clearly $R(n,\theta)n=n$.

**Two auxiliary facts.** With $A=r\cos\varphi$ and $B=r\sin\varphi$, we have $A\cos\theta+B\sin\theta=r\cos(\theta-\varphi)$, which takes every value $x$ with $x^2\le A^2+B^2$. Also, if $M$ has rows $u,v,w$, then $(u\cdot(v\times w))^2=(\det M)^2=\det(MM^T)$, the Gram determinant of the three vectors.

**Joining two vectors.** Let $u\cdot u=v\cdot v=\ell$ and $n\cdot u=n\cdot v=s$. Then
$$v\cdot R(n,\theta)u=s^2+A\cos\theta+B\sin\theta,\quad A=u\cdot v-s^2,\quad B=n\cdot(u\times v).$$
The Gram determinant gives $A^2+B^2=(\ell-s^2)^2$, so some $\theta$ makes this overlap equal to $\ell$. Then $|R(n,\theta)u-v|^2=\ell+\ell-2\ell=0$.

**The factorisation.** Let $n_2$ be orthogonal to $n_1$ and $n_3$, and let $R$ be any rotation. Then
$$n_1\cdot R(n_2,b)n_3=\cos b\,(n_1\cdot n_3)+\sin b\,\bigl(n_1\cdot(n_2\times n_3)\bigr).$$
The squares of the two coefficients sum to 1, by the Gram determinant. Since $|n_1\cdot Rn_3|\le1$, some $b$ gives $n_1\cdot R(n_2,b)n_3=n_1\cdot Rn_3$. A turn by some $a$ about $n_1$ then carries $R(n_2,b)n_3$ to $Rn_3$.

The remainder $Q=R(n_2,b)^TR(n_1,a)^TR$ is a rotation fixing $n_3$, so $n_3\cdot Qn_2=Qn_3\cdot Qn_2=n_3\cdot n_2$. Hence some $c$ gives $R(n_3,c)n_2=Qn_2$. The rotations $Q$ and $R(n_3,c)$ agree on $n_3$ and $n_2$. Rotations respect cross products, so they also agree on $n_3\times n_2$, and therefore everywhere. Multiplying back gives $R=R(n_1,a)R(n_2,b)R(n_3,c)$.

**Necessity.** Suppose every rotation is reached, and let $\varepsilon=\pm1$. Choose a unit vector $m\perp n_3-\varepsilon n_1$; a turn about $m$ carries $n_3$ to $\varepsilon n_1$. Factorise this turn. The factor about $n_3$ fixes $n_3$ and the factor about $n_1$ preserves components along $n_1$, so $n_1\cdot R(n_2,b)n_3=\varepsilon$. With $p=n_1\cdot n_2$, $q=n_2\cdot n_3$, $d=n_1\cdot n_3$ and $T=n_1\cdot(n_2\times n_3)$, this reads
$$\varepsilon-pq=(d-pq)\cos b+T\sin b .$$
Therefore $(\varepsilon-pq)^2\le(d-pq)^2+T^2=1+p^2q^2-p^2-q^2$, which rearranges to $(p-\varepsilon q)^2\le0$. So $p=q$ and $p=-q$, and both vanish.

## A quarter turn on oblique outer axes

Take $n_1=\hat z$, $n_2=\hat x$, $n_3=(0,\tfrac35,\tfrac45)$, and let $R$ be the quarter turn about $\hat y$ with $\hat z\mapsto\hat x$ and $\hat x\mapsto-\hat z$. Then $Rn_3=(\tfrac45,\tfrac35,0)$.

- The condition on $b$ is $\tfrac45\cos b+\tfrac35\sin b=0$. Choose $\cos b=\tfrac35$, $\sin b=-\tfrac45$, which sends $n_3$ to $\hat y$.
- Carrying $\hat y$ to $(\tfrac45,\tfrac35,0)$ about $\hat z$ needs $\cos a=\tfrac35$, $\sin a=-\tfrac45$.
- The remainder sends $\hat x$ to $(0,\tfrac45,-\tfrac35)=n_3\times\hat x$, so $c=\pi/2$.

## Rotations and Rodrigues matrices in Lean

A vector is a function `Fin 3 → ℝ`, with components numbered 0, 1, 2. The symbols `⬝ᵥ`, `⨯₃` and `*ᵥ` denote the scalar product, the cross product and a matrix acting on a column vector.

```lean
import Mathlib

open Matrix

namespace DavenportAngles
```

`IsRotation` admits proper rotations only; reflections fail the determinant condition.

```lean
/-- A rotation matrix: a real orthogonal 3×3 matrix of determinant one. -/
structure IsRotation (R : Matrix (Fin 3) (Fin 3) ℝ) : Prop where
  orth : Rᵀ * R = 1
  det : R.det = 1
```

The definition of `rodrigues` accepts any vector `n`. Unit length enters as a hypothesis, `n ⬝ᵥ n = 1`, wherever it is needed.

```lean
/-- The Rodrigues matrix `cos θ 1 + sin θ [n]ₓ + (1 - cos θ) n nᵀ` of axis `n` and angle `θ`. -/
noncomputable def rodrigues (n : Fin 3 → ℝ) (θ : ℝ) : Matrix (Fin 3) (Fin 3) ℝ :=
  Real.cos θ • (1 : Matrix (Fin 3) (Fin 3) ℝ)
    + Real.sin θ • !![0, -n 2, n 1; n 2, 0, -n 0; -n 1, n 0, 0]
    + (1 - Real.cos θ) • vecMulVec n n
```

## Amplitudes, Gram determinants and preserved products

The polar form of $(A,B)$ comes from the complex number $A+iB$, and the required angle is $\varphi+\arccos(x/r)$. The case $r=0$, where $x=0$, is treated separately.

```lean
/-- The oscillation `A cos θ + B sin θ` takes every value `x` with `x² ≤ A² + B²`. -/
theorem exists_angle {A B x : ℝ} (h : x ^ 2 ≤ A ^ 2 + B ^ 2) :
    ∃ θ : ℝ, Real.cos θ * A + Real.sin θ * B = x := by
  obtain ⟨r, φ, hr, hA, hB⟩ : ∃ r φ : ℝ, 0 ≤ r ∧ r * Real.cos φ = A ∧ r * Real.sin φ = B :=
    ⟨‖(⟨A, B⟩ : ℂ)‖, Complex.arg ⟨A, B⟩, norm_nonneg _,
      Complex.norm_mul_cos_arg _, Complex.norm_mul_sin_arg _⟩
  have hN : A ^ 2 + B ^ 2 = r ^ 2 := by
    rw [← hA, ← hB]
    linear_combination r ^ 2 * Real.sin_sq_add_cos_sq φ
  have hx : |x| ≤ r := abs_le_of_sq_le_sq (hN ▸ h) hr
  obtain ⟨hx1, hx2⟩ := abs_le.mp hx
  -- the phase is shifted by the arc cosine of x / r
  have h1 : r * Real.cos (Real.arccos (x / r)) = x := by
    rcases hr.eq_or_lt with h0 | h0
    · rw [← h0] at hx1 hx2 ⊢
      linarith
    · rw [Real.cos_arccos (by rw [le_div_iff₀ h0]; linarith)
        (by rw [div_le_iff₀ h0]; linarith)]
      exact mul_div_cancel₀ x h0.ne'
  refine ⟨φ + Real.arccos (x / r), ?_⟩
  rw [Real.cos_add, Real.sin_add, ← hA, ← hB]
  linear_combination h1 + r * Real.cos (Real.arccos (x / r)) * Real.sin_sq_add_cos_sq φ
```

The Gram identity is checked in components.

```lean
/-- The squared triple product of three vectors is their Gram determinant. -/
theorem triple_sq (u v w : Fin 3 → ℝ) :
    (u ⬝ᵥ (v ⨯₃ w)) ^ 2 = (u ⬝ᵥ u) * (v ⬝ᵥ v) * (w ⬝ᵥ w)
      + 2 * (u ⬝ᵥ v) * (v ⬝ᵥ w) * (u ⬝ᵥ w) - (u ⬝ᵥ u) * (v ⬝ᵥ w) ^ 2
      - (v ⬝ᵥ v) * (u ⬝ᵥ w) ^ 2 - (w ⬝ᵥ w) * (u ⬝ᵥ v) ^ 2 := by
  simp [dotProduct, Fin.sum_univ_three, cross_apply]
  ring
```

Orthogonality gives preservation of scalar products. Together with the product rule for determinants, it also makes $S^TR$ a rotation whenever $S$ and $R$ are. The second fact is what qualifies the remainder $Q$.

```lean
/-- Rotations preserve scalar products. -/
theorem IsRotation.dot {R : Matrix (Fin 3) (Fin 3) ℝ} (h : IsRotation R) (u v : Fin 3 → ℝ) :
    (R *ᵥ u) ⬝ᵥ (R *ᵥ v) = u ⬝ᵥ v := by
  rw [Matrix.dotProduct_mulVec, ← Matrix.mulVec_transpose, Matrix.mulVec_mulVec, h.orth,
    Matrix.one_mulVec]

/-- The relative rotation `Sᵀ R` between two rotations is a rotation. -/
theorem IsRotation.relative {S R : Matrix (Fin 3) (Fin 3) ℝ} (hS : IsRotation S)
    (hR : IsRotation R) : IsRotation (Sᵀ * R) := by
  have hS' : S * Sᵀ = 1 := mul_eq_one_comm.mp hS.orth
  refine ⟨?_, by rw [Matrix.det_mul, Matrix.det_transpose, hS.det, hR.det, one_mul]⟩
  calc (Sᵀ * R)ᵀ * (Sᵀ * R) = Rᵀ * (S * Sᵀ) * R := by
        rw [Matrix.transpose_mul, Matrix.transpose_transpose]
        simp only [Matrix.mul_assoc]
    _ = 1 := by rw [hS', Matrix.mul_one, hR.orth]
```

## Turns about one axis

The matrix definition is matched with the vector formula used above.

```lean
/-- Rodrigues' formula: the action on a vector is
`cos θ v + sin θ n × v + (1 - cos θ) (n · v) n`. -/
theorem rodrigues_mulVec (n v : Fin 3 → ℝ) (θ : ℝ) :
    rodrigues n θ *ᵥ v = Real.cos θ • v + Real.sin θ • (n ⨯₃ v)
      + ((1 - Real.cos θ) * (n ⬝ᵥ v)) • n := by
  ext i
  -- take components of the sum first, then compare them one by one
  simp only [Pi.add_apply, Pi.smul_apply, smul_eq_mul]
  fin_cases i <;> simp [rodrigues, mulVec, dotProduct, Fin.sum_univ_three, cross_apply,
    vecMulVec_apply, Matrix.one_apply] <;> ring
```

For orthogonality and determinant, `key` first gives an expression valid for any `n`; setting $n\cdot n=1$ then finishes each part.

```lean
/-- For a unit axis `n` the Rodrigues matrix is a rotation, and it leaves `n` fixed. -/
theorem rodrigues_isRotation {n : Fin 3 → ℝ} (hn : n ⬝ᵥ n = 1) (θ : ℝ) :
    IsRotation (rodrigues n θ) ∧ rodrigues n θ *ᵥ n = n := by
  have hcs := Real.sin_sq_add_cos_sq θ
  refine ⟨⟨?_, ?_⟩, ?_⟩
  · have key : (rodrigues n θ)ᵀ * rodrigues n θ
        = (Real.cos θ ^ 2 + Real.sin θ ^ 2 * (n ⬝ᵥ n)) • (1 : Matrix (Fin 3) (Fin 3) ℝ)
        + (2 * Real.cos θ * (1 - Real.cos θ) + (1 - Real.cos θ) ^ 2 * (n ⬝ᵥ n)
          - Real.sin θ ^ 2) • vecMulVec n n := by
      ext i j
      fin_cases i <;> fin_cases j <;> simp [rodrigues, Matrix.mul_apply, dotProduct,
        Fin.sum_univ_three, vecMulVec_apply, Matrix.one_apply] <;> ring
    have h1 : Real.cos θ ^ 2 + Real.sin θ ^ 2 * 1 = 1 := by linarith
    have h2 : 2 * Real.cos θ * (1 - Real.cos θ) + (1 - Real.cos θ) ^ 2 * 1
        - Real.sin θ ^ 2 = 0 := by linear_combination -hcs
    rw [key, hn, h1, h2, one_smul, zero_smul, add_zero]
  · have key : (rodrigues n θ).det = (Real.cos θ + (1 - Real.cos θ) * (n ⬝ᵥ n))
        * (Real.cos θ ^ 2 + Real.sin θ ^ 2 * (n ⬝ᵥ n)) := by
      simp [rodrigues, Matrix.det_fin_three, dotProduct, Fin.sum_univ_three,
        vecMulVec_apply]
      ring
    rw [key, hn]
    linear_combination hcs
  · rw [rodrigues_mulVec, cross_self, hn]
    module
```

`exists_turn` is the joining step: `hd` states that the overlap is full, and `h0` that the difference has zero length.

```lean
/-- If `u` and `v` have equal length and equal component along a unit axis `n`, some turn about `n`
carries `u` to `v`. -/
theorem exists_turn {n u v : Fin 3 → ℝ} (hn : n ⬝ᵥ n = 1) (huv : u ⬝ᵥ u = v ⬝ᵥ v)
    (hp : n ⬝ᵥ u = n ⬝ᵥ v) : ∃ θ : ℝ, rodrigues n θ *ᵥ u = v := by
  obtain ⟨θ, h⟩ := exists_angle (A := u ⬝ᵥ v - (n ⬝ᵥ u) ^ 2) (B := n ⬝ᵥ (u ⨯₃ v))
    (x := u ⬝ᵥ u - (n ⬝ᵥ u) ^ 2) (le_of_eq (by
      rw [triple_sq, hn, ← huv, ← hp]; ring))
  refine ⟨θ, ?_⟩
  have hT : v ⬝ᵥ (n ⨯₃ u) = n ⬝ᵥ (u ⨯₃ v) := by
    simp [dotProduct, Fin.sum_univ_three, cross_apply]
    ring
  -- the turned vector has full overlap with v
  have hd : v ⬝ᵥ (rodrigues n θ *ᵥ u) = u ⬝ᵥ u := by
    rw [rodrigues_mulVec]
    simp only [dotProduct_add, dotProduct_smul, smul_eq_mul]
    rw [hT, dotProduct_comm v u, dotProduct_comm v n, ← hp]
    linear_combination h
  have h0 : (rodrigues n θ *ᵥ u - v) ⬝ᵥ (rodrigues n θ *ᵥ u - v) = 0 := by
    simp only [sub_dotProduct, dotProduct_sub]
    linarith [(rodrigues_isRotation hn θ).1.dot u u,
      dotProduct_comm v (rodrigues n θ *ᵥ u)]
  exact sub_eq_zero.mp (dotProduct_self_eq_zero.mp h0)
```

In `rotation_ext`, `hc` is the cross-product rule. The matrix `C` has columns $n,e,n\times e$ and determinant 1, so $RC=QC$ implies $R=Q$.

```lean
/-- Two rotations that agree on two orthonormal vectors are equal. -/
theorem rotation_ext {R Q : Matrix (Fin 3) (Fin 3) ℝ} (hR : IsRotation R) (hQ : IsRotation Q)
    {n e : Fin 3 → ℝ} (hn : n ⬝ᵥ n = 1) (he : e ⬝ᵥ e = 1) (hne : n ⬝ᵥ e = 0)
    (h1 : R *ᵥ n = Q *ᵥ n) (h2 : R *ᵥ e = Q *ᵥ e) : R = Q := by
  -- rotations respect the cross product
  have hc : ∀ M : Matrix (Fin 3) (Fin 3) ℝ, IsRotation M →
      M *ᵥ (n ⨯₃ e) = (M *ᵥ n) ⨯₃ (M *ᵥ e) := by
    intro M hM
    have key : Mᵀ *ᵥ ((M *ᵥ n) ⨯₃ (M *ᵥ e)) = M.det • (n ⨯₃ e) := by
      ext i
      fin_cases i <;> simp [mulVec, dotProduct, Fin.sum_univ_three, cross_apply,
        Matrix.det_fin_three] <;> ring
    rw [hM.det, one_smul] at key
    rw [← key, Matrix.mulVec_mulVec, mul_eq_one_comm.mp hM.orth, Matrix.one_mulVec]
  have h3 : R *ᵥ (n ⨯₃ e) = Q *ᵥ (n ⨯₃ e) := by rw [hc R hR, hc Q hQ, h1, h2]
  obtain ⟨C, hC⟩ : ∃ C : Matrix (Fin 3) (Fin 3) ℝ, C = (Matrix.of ![n, e, n ⨯₃ e])ᵀ :=
    ⟨_, rfl⟩
  have hdet : C.det = (n ⬝ᵥ n) * (e ⬝ᵥ e) - (n ⬝ᵥ e) ^ 2 := by
    rw [hC, Matrix.det_transpose]
    simp [Matrix.det_fin_three, dotProduct, Fin.sum_univ_three, cross_apply]
    ring
  have hu : IsUnit C.det := by rw [hdet, hn, he, hne]; norm_num
  have hRQ : R * C = Q * C := by
    rw [hC]
    ext i j
    fin_cases j
    · exact congrFun h1 i
    · exact congrFun h2 i
    · exact congrFun h3 i
  calc R = R * C * C⁻¹ := by rw [Matrix.mul_assoc, Matrix.mul_nonsing_inv _ hu, Matrix.mul_one]
    _ = Q := by rw [hRQ, Matrix.mul_assoc, Matrix.mul_nonsing_inv _ hu, Matrix.mul_one]
```

## The factorisation and its converse

`davenport` assumes three unit axes, the two orthogonality relations and a rotation `R`, and concludes that real `a`, `b`, `c` exist. In the product the rightmost factor acts first, and each turn is about the direction that its axis has when all settings are zero. The proof finds `b`, `a` and `c` in the order used above, with `hQn` recording that the remainder fixes $n_3$.

```lean
/-- Davenport's generalised Euler angles: if the unit vector `n₂` is orthogonal to the unit
vectors `n₁` and `n₃`, every rotation is a product of turns about `n₁`, `n₂`, `n₃`. -/
theorem davenport {n₁ n₂ n₃ : Fin 3 → ℝ} (h1 : n₁ ⬝ᵥ n₁ = 1) (h2 : n₂ ⬝ᵥ n₂ = 1)
    (h3 : n₃ ⬝ᵥ n₃ = 1) (h12 : n₁ ⬝ᵥ n₂ = 0) (h23 : n₂ ⬝ᵥ n₃ = 0)
    {R : Matrix (Fin 3) (Fin 3) ℝ} (hR : IsRotation R) :
    ∃ a b c : ℝ, R = rodrigues n₁ a * rodrigues n₂ b * rodrigues n₃ c := by
  have hT := triple_sq n₁ n₂ n₃
  rw [h1, h2, h3, h12, h23] at hT
  have hC : (n₁ ⬝ᵥ (R *ᵥ n₃)) ^ 2 ≤ (n₁ ⬝ᵥ n₁) * ((R *ᵥ n₃) ⬝ᵥ (R *ᵥ n₃)) := by
    simp only [dotProduct, ← pow_two]
    exact Finset.sum_mul_sq_le_sq_mul_sq _ _ _
  rw [h1, hR.dot, h3] at hC
  -- the middle angle fixes the component of R n₃ along n₁
  obtain ⟨b, hb⟩ := exists_angle (A := n₁ ⬝ᵥ n₃) (B := n₁ ⬝ᵥ (n₂ ⨯₃ n₃))
    (x := n₁ ⬝ᵥ (R *ᵥ n₃)) (by linarith)
  have hb' : n₁ ⬝ᵥ (rodrigues n₂ b *ᵥ n₃) = n₁ ⬝ᵥ (R *ᵥ n₃) := by
    rw [rodrigues_mulVec]
    simp only [dotProduct_add, dotProduct_smul, smul_eq_mul, h12]
    linarith
  have r2 := (rodrigues_isRotation h2 b).1
  -- the first angle brings n₃ to its final place
  obtain ⟨a, ha⟩ := exists_turn h1 (by rw [r2.dot, hR.dot]) hb'
  have r1 := (rodrigues_isRotation h1 a).1
  have hinv : ∀ M : Matrix (Fin 3) (Fin 3) ℝ, IsRotation M → ∀ v, Mᵀ *ᵥ (M *ᵥ v) = v := by
    intro M hM v
    rw [Matrix.mulVec_mulVec, hM.orth, Matrix.one_mulVec]
  have hQ := r2.relative (r1.relative hR)
  have hQn : ((rodrigues n₂ b)ᵀ * ((rodrigues n₁ a)ᵀ * R)) *ᵥ n₃ = n₃ := by
    rw [← Matrix.mulVec_mulVec, ← Matrix.mulVec_mulVec, ← ha, hinv _ r1, hinv _ r2]
  -- what remains fixes n₃ and is a turn about it
  obtain ⟨c, hc⟩ := exists_turn h3 (hQ.dot n₂ n₂).symm (by
    have h := hQ.dot n₃ n₂
    rw [hQn] at h
    exact h.symm)
  have r3 := rodrigues_isRotation h3 c
  have hfin := rotation_ext r3.1 hQ h3 h2 (by rw [dotProduct_comm, h23])
    (by rw [r3.2, hQn]) hc
  refine ⟨a, b, c, ?_⟩
  rw [hfin]
  symm
  calc rodrigues n₁ a * rodrigues n₂ b * ((rodrigues n₂ b)ᵀ * ((rodrigues n₁ a)ᵀ * R))
      = rodrigues n₁ a * (rodrigues n₂ b * (rodrigues n₂ b)ᵀ) * (rodrigues n₁ a)ᵀ * R := by
        simp only [Matrix.mul_assoc]
    _ = R := by
        rw [mul_eq_one_comm.mp r2.orth, Matrix.mul_one, mul_eq_one_comm.mp r1.orth,
          Matrix.one_mul]
```

In `davenport_converse`, the hypothesis `H` says that every rotation is reached. The local lemma `perp` supplies the axis $m$, and `key` is run with $\varepsilon=1$ and $\varepsilon=-1$. Instead of an inequality, `e5` writes $(p-\varepsilon q)^2$ as minus a square.

```lean
/-- Converse: if turns about three unit axes `n₁`, `n₂`, `n₃`, in that order, produce every
rotation, then `n₂` is orthogonal to `n₁` and to `n₃`. -/
theorem davenport_converse {n₁ n₂ n₃ : Fin 3 → ℝ} (h1 : n₁ ⬝ᵥ n₁ = 1) (h2 : n₂ ⬝ᵥ n₂ = 1)
    (h3 : n₃ ⬝ᵥ n₃ = 1)
    (H : ∀ R, IsRotation R →
      ∃ a b c : ℝ, R = rodrigues n₁ a * rodrigues n₂ b * rodrigues n₃ c) :
    n₁ ⬝ᵥ n₂ = 0 ∧ n₂ ⬝ᵥ n₃ = 0 := by
  have perp : ∀ w : Fin 3 → ℝ, ∃ m : Fin 3 → ℝ, m ⬝ᵥ m = 1 ∧ m ⬝ᵥ w = 0 := by
    intro w
    by_cases h : w 0 ^ 2 + w 1 ^ 2 = 0
    · have h0 : w 0 = 0 := by nlinarith [sq_nonneg (w 0), sq_nonneg (w 1)]
      exact ⟨![1, 0, 0], by simp [dotProduct, Fin.sum_univ_three],
        by simp [dotProduct, Fin.sum_univ_three, h0]⟩
    · obtain ⟨t, ht⟩ : ∃ t : ℝ, t ^ 2 * (w 0 ^ 2 + w 1 ^ 2) = 1 :=
        ⟨(Real.sqrt (w 0 ^ 2 + w 1 ^ 2))⁻¹, by
          rw [inv_pow, Real.sq_sqrt (by positivity)]; exact inv_mul_cancel₀ h⟩
      refine ⟨![-(t * w 1), t * w 0, 0], ?_, ?_⟩
      · simp [dotProduct, Fin.sum_univ_three]
        linear_combination ht
      · simp [dotProduct, Fin.sum_univ_three]
        ring
  have hT := triple_sq n₁ n₂ n₃
  rw [h1, h2, h3] at hT
  -- a rotation carrying n₃ to ε n₁, with ε = ±1, ties the two scalar products together
  have key : ∀ ε : ℝ, ε ^ 2 = 1 → n₁ ⬝ᵥ n₂ - ε * (n₂ ⬝ᵥ n₃) = 0 := by
    intro ε hε
    obtain ⟨m, hm, hmw⟩ := perp (n₃ - ε • n₁)
    rw [dotProduct_sub] at hmw
    obtain ⟨θ, hθ⟩ := exists_turn (u := n₃) (v := ε • n₁) hm (by
      simp only [smul_dotProduct, dotProduct_smul, smul_eq_mul, h1, h3]
      linarith) (by linarith)
    obtain ⟨a, b, c, habc⟩ := H _ (rodrigues_isRotation hm θ).1
    have e1 : rodrigues n₁ a *ᵥ (rodrigues n₂ b *ᵥ n₃) = ε • n₁ := by
      rw [← hθ, habc, ← Matrix.mulVec_mulVec, ← Matrix.mulVec_mulVec,
        (rodrigues_isRotation h3 c).2]
    have e2 := (rodrigues_isRotation h1 a).1.dot n₁ (rodrigues n₂ b *ᵥ n₃)
    rw [(rodrigues_isRotation h1 a).2, e1, rodrigues_mulVec] at e2
    simp only [dotProduct_add, dotProduct_smul, smul_eq_mul, h1] at e2
    generalize n₁ ⬝ᵥ (n₂ ⨯₃ n₃) = T at *
    generalize n₁ ⬝ᵥ n₂ = p at *
    generalize n₂ ⬝ᵥ n₃ = q at *
    generalize n₁ ⬝ᵥ n₃ = d at *
    have e3 : ε - p * q = Real.cos b * (d - p * q) + Real.sin b * T := by
      linear_combination e2
    have e4 : (ε - p * q) ^ 2 + (Real.cos b * T - Real.sin b * (d - p * q)) ^ 2
        = (d - p * q) ^ 2 + T ^ 2 := by
      rw [e3]
      linear_combination ((d - p * q) ^ 2 + T ^ 2) * Real.sin_sq_add_cos_sq b
    have e5 : (p - ε * q) ^ 2
        = -(Real.cos b * T - Real.sin b * (d - p * q)) ^ 2 := by
      linear_combination e4 + hT + (q ^ 2 - 1) * hε
    have e6 : (p - ε * q) ^ 2 = 0 :=
      le_antisymm (by rw [e5]; exact neg_nonpos.mpr (sq_nonneg _)) (sq_nonneg _)
    exact pow_eq_zero_iff two_ne_zero |>.mp e6
  have k1 := key 1 (by norm_num)
  have k2 := key (-1) (by norm_num)
  constructor <;> linarith

end DavenportAngles
```

```lean
#print axioms DavenportAngles.davenport
#print axioms DavenportAngles.davenport_converse
```

```
'DavenportAngles.davenport' depends on axioms: [propext, Classical.choice, Quot.sound]
'DavenportAngles.davenport_converse' depends on axioms: [propext, Classical.choice, Quot.sound]
```

The theorems place no bounds on the angles and make no statement about uniqueness. Using `davenport` to conclude that a real goniometer reaches every orientation assumes that its motors can reach the required settings without hitting a stop or one another.

With $n_1=n_3=\hat z$ and $n_2=\hat y$, the result says that $z$-$y$-$z$ Euler angles, which describe the orientation of a rigid molecule and serve as the arguments of Wigner rotation matrices, exist for every proper rotation of three-dimensional space.
